# Splitter transmittances fix the fringe range of a lossless, coherent Mach–Zehnder interferometer

Not every coherent interferometer swings between complete darkness and full brightness. Take two lossless splitters that each send a particle from the first input to the first output with probability $4/5$, and let the first output of one feed the first input of the other. For a particle entering through the first input, the probability at the first output never falls below $0.36$ as the phase is scanned, even with perfect coherence. Blaming that floor on decoherence would be wrong: it comes from the splitters. The theorem below gives the exact range for any two unitary splitters.

## The interferometer as a matrix product

```lean
import Mathlib

namespace MachZehnderFringe

noncomputable section
```

The file loads the Mathlib library and opens a namespace, which prefixes the names that follow.

```lean
/-- The phase shifter `diag(exp(ip), 1)`, which delays the first arm by the phase `p`. -/
def phaseShifter (p : ℝ) : Matrix (Fin 2) (Fin 2) ℂ :=
  !![Complex.exp (p * Complex.I), 0; 0, 1]
```

This is $D(p)=\mathrm{diag}(e^{ip},1)$, written row by row, with $p$ real. The type `Fin 2` has the elements 0 and 1, so Lean counts rows and columns from zero. The text does the same.

```lean
/-- The probability `|U_00|²` that a beam splitter `U` sends the first input to the first output. -/
def transmittance (U : Matrix (Fin 2) (Fin 2) ℂ) : ℝ := ‖U 0 0‖ ^ 2
```

The double bars denote the complex modulus. Write $a=|A_{00}|^2$ and $b=|B_{00}|^2$ for the transmittances of the first splitter $A$ and the second splitter $B$. The definition accepts any matrix; unitarity enters later as a hypothesis.

```lean
/-- The probability that a particle entering the first port of the interferometer
(splitter `A`, phase `p`, splitter `B`) leaves through the first port. -/
def output (A B : Matrix (Fin 2) (Fin 2) ℂ) (p : ℝ) : ℝ :=
  transmittance (B * phaseShifter p * A)
```

This is $P(p)=|(B\,D(p)\,A)_{00}|^2$. Amplitudes are column vectors, so $A$ acts first. Columns label inputs and rows label outputs.

## Two paths and their weights

```lean
/-- The output amplitude is the sum of the amplitudes of the two paths. -/
theorem amplitude_eq (A B : Matrix (Fin 2) (Fin 2) ℂ) (p : ℝ) :
    (B * phaseShifter p * A) 0 0 =
      Complex.exp (p * Complex.I) * (B 0 0 * A 0 0) + B 0 1 * A 1 0 := by
  simp [phaseShifter, Matrix.mul_apply, Fin.sum_univ_two]
  ring
```

Since $D(p)$ is diagonal, the matrix product has one term for each arm:

$$(B\,D(p)\,A)_{00}=e^{ip}B_{00}A_{00}+B_{01}A_{10}.$$

In the proof, `simp` expands the product and `ring` puts the factors in order.

```lean
/-- For a unitary splitter, both off-diagonal entries have squared modulus one minus the
transmittance. -/
theorem offDiagonal_prob {U : Matrix (Fin 2) (Fin 2) ℂ}
    (hU : U ∈ Matrix.unitaryGroup (Fin 2) ℂ) :
    ‖U 0 1‖ ^ 2 = 1 - transmittance U ∧ ‖U 1 0‖ ^ 2 = 1 - transmittance U := by
  unfold transmittance
  constructor
  · -- normalisation of the first row
    have h := congrFun (congrFun (Matrix.mem_unitaryGroup_iff.mp hU) 0) 0
    rw [Matrix.mul_apply, Fin.sum_univ_two, Matrix.one_apply_eq] at h
    have h' := congrArg Complex.re h
    simp only [Matrix.star_apply, Complex.add_re, Complex.mul_re, Complex.star_def,
      Complex.conj_re, Complex.conj_im, Complex.one_re] at h'
    simp only [Complex.sq_norm, Complex.normSq_apply]
    linarith
  · -- normalisation of the first column
    have h := congrFun (congrFun (Matrix.mem_unitaryGroup_iff'.mp hU) 0) 0
    rw [Matrix.mul_apply, Fin.sum_univ_two, Matrix.one_apply_eq] at h
    have h' := congrArg Complex.re h
    simp only [Matrix.star_apply, Complex.add_re, Complex.mul_re, Complex.star_def,
      Complex.conj_re, Complex.conj_im, Complex.one_re] at h'
    simp only [Complex.sq_norm, Complex.normSq_apply]
    linarith
```

The hypothesis `hU` says that $U$ is unitary: the splitter loses no particles. The 00 entries of $UU^\dagger=1$ and $U^\dagger U=1$ read

$$|U_{00}|^2+|U_{01}|^2=1,\qquad |U_{00}|^2+|U_{10}|^2=1.$$

Lean extracts these two entries with `congrFun`, takes real parts and solves for the off-diagonal term.

```lean
/-- The transmittance of a unitary splitter lies between zero and one. -/
theorem transmittance_bounds {U : Matrix (Fin 2) (Fin 2) ℂ}
    (hU : U ∈ Matrix.unitaryGroup (Fin 2) ℂ) :
    0 ≤ transmittance U ∧ 0 ≤ 1 - transmittance U := by
  refine ⟨sq_nonneg _, ?_⟩
  rw [← (offDiagonal_prob hU).1]
  positivity
```

Hence a transmittance lies in $[0,1]$: both it and its complement are squared moduli.

## From interference to an interval

```lean
/-- Two-path interference: when `z` is given an extra phase `p` and added to `w`, the intensity is a
constant plus a multiple of the cosine of `p` shifted by a fixed offset. -/
theorem two_path_interference (z w : ℂ) : ∃ θ : ℝ, ∀ p : ℝ,
    ‖Complex.exp (p * Complex.I) * z + w‖ ^ 2 =
      ‖z‖ ^ 2 + ‖w‖ ^ 2 + 2 * (‖z‖ * ‖w‖) * Real.cos (p + θ) := by
  refine ⟨z.arg - w.arg, fun p => ?_⟩
  have hn : ∀ u : ℂ, ‖u‖ ^ 2 = u.re ^ 2 + u.im ^ 2 := by
    intro u
    rw [Complex.sq_norm, Complex.normSq_apply]
    ring
  rw [hn (Complex.exp (p * Complex.I) * z + w)]
  simp only [Complex.add_re, Complex.add_im, Complex.mul_re, Complex.mul_im,
    Complex.exp_ofReal_mul_I_re, Complex.exp_ofReal_mul_I_im]
  -- polar form of both amplitudes
  rw [← Complex.norm_mul_cos_arg z, ← Complex.norm_mul_sin_arg z,
    ← Complex.norm_mul_cos_arg w, ← Complex.norm_mul_sin_arg w,
    Real.cos_add, Real.cos_sub, Real.sin_sub]
  linear_combination
    ‖z‖ ^ 2 * (Real.sin z.arg ^ 2 + Real.cos z.arg ^ 2) * Real.sin_sq_add_cos_sq p
    + ‖z‖ ^ 2 * Real.sin_sq_add_cos_sq z.arg + ‖w‖ ^ 2 * Real.sin_sq_add_cos_sq w.arg
```

Write $z=|z|e^{i\alpha}$ and $w=|w|e^{i\beta}$. Adding the squares of the real and imaginary parts gives

$$\begin{aligned}|e^{ip}z+w|^2&=\big(|z|\cos(p+\alpha)+|w|\cos\beta\big)^2+\big(|z|\sin(p+\alpha)+|w|\sin\beta\big)^2\\&=|z|^2+|w|^2+2|z||w|\cos(p+\alpha-\beta).\end{aligned}$$

So $\theta=\alpha-\beta$. The order `∃ θ`, `∀ p` matters: a single offset serves every phase. The Lean proof follows the same route, and `linear_combination` supplies the uses of $\sin^2+\cos^2=1$.

```lean
/-- A cosine fringe made by paths of moduli `s` and `t` fills the interval from
`(s - t)²` to `(s + t)²`. -/
theorem range_cosine_fringe {s t : ℝ} (hs : 0 ≤ s) (ht : 0 ≤ t) (θ : ℝ) :
    Set.range (fun p : ℝ => s ^ 2 + t ^ 2 + 2 * (s * t) * Real.cos (p + θ)) =
      Set.Icc ((s - t) ^ 2) ((s + t) ^ 2) := by
  have hst : 0 ≤ s * t := mul_nonneg hs ht
  ext y
  simp only [Set.mem_range, Set.mem_Icc]
  constructor
  · rintro ⟨p, rfl⟩
    have h1 := mul_nonneg hst (by linarith [Real.neg_one_le_cos (p + θ)] :
      0 ≤ 1 + Real.cos (p + θ))
    have h2 := mul_nonneg hst (by linarith [Real.cos_le_one (p + θ)] :
      0 ≤ 1 - Real.cos (p + θ))
    constructor <;> nlinarith
  · rintro ⟨h1, h2⟩
    by_cases h0 : s * t = 0
    · -- one path is closed: the fringe is flat
      refine ⟨0, ?_⟩
      rw [h0]
      apply le_antisymm <;> nlinarith
    · have hs' : s ≠ 0 := left_ne_zero_of_mul h0
      have ht' : t ≠ 0 := right_ne_zero_of_mul h0
      have hk : 0 < 2 * (s * t) := by positivity
      -- the arccosine supplies the required phase
      refine ⟨Real.arccos ((y - s ^ 2 - t ^ 2) / (2 * (s * t))) - θ, ?_⟩
      have hc : 2 * (s * t) * ((y - s ^ 2 - t ^ 2) / (2 * (s * t))) = y - s ^ 2 - t ^ 2 := by
        field_simp
      rw [sub_add_cancel, Real.cos_arccos, hc]
      · ring
      · rw [le_div_iff₀ hk]
        nlinarith
      · rw [div_le_iff₀ hk]
        nlinarith
```

`Set.range` is the set of values a function takes, and `Set.Icc` is a closed interval. Let $s,t\ge 0$ and $f(p)=s^2+t^2+2st\cos(p+\theta)$.

Since $-1\le\cos(p+\theta)\le 1$, every value satisfies $(s-t)^2\le f(p)\le(s+t)^2$. Conversely, take $y$ in that interval. If $st>0$, then

$$c=\frac{y-s^2-t^2}{2st}$$

lies in $[-1,1]$, and $p=\arccos c-\theta$ gives $f(p)=y$. If $st=0$, both endpoints equal $s^2+t^2$, so $y$ is that number and any phase will do; Lean picks $p=0$. The two halves of the proof are these two inclusions.

```lean
/-- Mach-Zehnder fringe range for unitary splitters: as the phase runs over the reals, the output
probability takes exactly the values from `(√(ab) - √((1-a)(1-b)))²` to `(√(ab) + √((1-a)(1-b)))²`,
where `a` and `b` are the transmittances of the two splitters. -/
theorem range_output {A B : Matrix (Fin 2) (Fin 2) ℂ}
    (hA : A ∈ Matrix.unitaryGroup (Fin 2) ℂ) (hB : B ∈ Matrix.unitaryGroup (Fin 2) ℂ) :
    Set.range (output A B) = Set.Icc
      ((√(transmittance A * transmittance B)
        - √((1 - transmittance A) * (1 - transmittance B))) ^ 2)
      ((√(transmittance A * transmittance B)
        + √((1 - transmittance A) * (1 - transmittance B))) ^ 2) := by
  -- the square roots are the moduli of the two path amplitudes
  have h1 : √(transmittance A * transmittance B) = ‖B 0 0 * A 0 0‖ := by
    unfold transmittance
    rw [← mul_pow, Real.sqrt_sq (by positivity), norm_mul, mul_comm]
  have h2 : √((1 - transmittance A) * (1 - transmittance B)) = ‖B 0 1 * A 1 0‖ := by
    rw [← (offDiagonal_prob hA).2, ← (offDiagonal_prob hB).1, ← mul_pow,
      Real.sqrt_sq (by positivity), norm_mul, mul_comm]
  obtain ⟨θ, hθ⟩ := two_path_interference (B 0 0 * A 0 0) (B 0 1 * A 1 0)
  rw [h1, h2, ← range_cosine_fringe (norm_nonneg _) (norm_nonneg _) θ]
  congr 1
  funext p
  rw [output, transmittance, amplitude_eq, hθ p]
```

In ordinary notation, for unitary $A$ and $B$,

$$\{P(p):p\in\mathbb R\}=\Big[\big(\sqrt{ab}-\sqrt{(1-a)(1-b)}\big)^2,\ \big(\sqrt{ab}+\sqrt{(1-a)(1-b)}\big)^2\Big].$$

The equality of sets says that no other value occurs and that each of these does. By hand, the path moduli are

$$s=|B_{00}A_{00}|=\sqrt{ab},\qquad t=|B_{01}A_{10}|=\sqrt{(1-a)(1-b)},$$

and the previous two results finish the argument. In Lean, `h1` and `h2` are these two identities.

For $a=b=4/5$ the moduli are $4/5$ and $1/5$, so the range is $[(3/5)^2,1^2]=[0.36,1]$.

The unitarity hypothesis cannot simply be dropped. Replace $A$ by the zero matrix, a perfect absorber, and keep a unitary $B$ with $b=1/2$. The output is always $0$, but the formula with $a=0$ would give the single value $1/2$.

For non-interacting electrons with a single one-way channel per arm, so that nothing is reflected back, and with full coherence, $P$ taken at the Fermi energy is the transmission probability that sets the zero-temperature linear conductance from the first input to the first output. The model has no loss, dephasing or energy averaging, and the splitters do not change as $p$ is scanned.

## Dark, bright and full fringes

```lean
/-- For unitary splitters, some phase makes the first output completely dark exactly when the two
transmittances add up to one. -/
theorem dark_iff {A B : Matrix (Fin 2) (Fin 2) ℂ}
    (hA : A ∈ Matrix.unitaryGroup (Fin 2) ℂ) (hB : B ∈ Matrix.unitaryGroup (Fin 2) ℂ) :
    0 ∈ Set.range (output A B) ↔ transmittance A + transmittance B = 1 := by
  obtain ⟨ha, ha'⟩ := transmittance_bounds hA
  obtain ⟨hb, hb'⟩ := transmittance_bounds hB
  rw [range_output hA hB]
  constructor
  · intro h
    have h0 := (pow_eq_zero_iff two_ne_zero).mp (le_antisymm h.1 (sq_nonneg _))
    have e := (Real.sqrt_inj (mul_nonneg ha hb) (mul_nonneg ha' hb')).mp (sub_eq_zero.mp h0)
    linear_combination e
  · intro h
    have e : (1 - transmittance A) * (1 - transmittance B)
        = transmittance A * transmittance B := by linear_combination -h
    rw [e]
    exact ⟨by simp, by positivity⟩
```

The lower endpoint is a square, so $0$ is reached exactly when that endpoint vanishes. This means $ab=(1-a)(1-b)=1-a-b+ab$, or $a+b=1$. Lean removes the square roots with `Real.sqrt_inj`, using the bounds on $a$ and $b$.

```lean
/-- For unitary splitters, some phase sends the particle to the first output with certainty exactly
when the two transmittances are equal. -/
theorem bright_iff {A B : Matrix (Fin 2) (Fin 2) ℂ}
    (hA : A ∈ Matrix.unitaryGroup (Fin 2) ℂ) (hB : B ∈ Matrix.unitaryGroup (Fin 2) ℂ) :
    1 ∈ Set.range (output A B) ↔ transmittance A = transmittance B := by
  obtain ⟨ha, ha'⟩ := transmittance_bounds hA
  obtain ⟨hb, hb'⟩ := transmittance_bounds hB
  rw [range_output hA hB]
  generalize transmittance A = a at *
  generalize transmittance B = b at *
  constructor
  · intro h
    have hs := Real.sq_sqrt (mul_nonneg ha hb)
    have ht := Real.sq_sqrt (mul_nonneg ha' hb')
    have h0 : 0 ≤ a + b - 2 * (a * b) := by
      nlinarith [mul_nonneg ha hb', mul_nonneg hb ha']
    have h1 : a + b - 2 * (a * b) ≤ 2 * (√(a * b) * √((1 - a) * (1 - b))) := by
      nlinarith [h.2]
    -- squaring leaves only the square of the mismatch
    have h2 := pow_le_pow_left₀ h0 h1 2
    rw [mul_pow 2, mul_pow (√(a * b)), hs, ht] at h2
    have h3 : (a - b) ^ 2 ≤ 0 := by linarith
    exact sub_eq_zero.mp ((pow_eq_zero_iff two_ne_zero).mp (le_antisymm h3 (sq_nonneg _)))
  · intro h
    rw [← h, Real.sqrt_mul_self ha, Real.sqrt_mul_self ha']
    constructor <;> nlinarith [mul_nonneg ha ha']
```

If $1$ is reached, the upper endpoint is at least $1$. Expanding it gives

$$0\le a+b-2ab\le 2\sqrt{ab}\sqrt{(1-a)(1-b)},$$

where the left inequality holds because $a+b-2ab=a(1-b)+b(1-a)$. Squaring and collecting terms leaves $(a-b)^2\le 0$, so $a=b$. Conversely, for $a=b$ the range is $[(2a-1)^2,1]$, which contains $1$. The steps `h0` to `h3` are this calculation in order.

```lean
/-- For unitary splitters, the fringe covers all probabilities from zero to one exactly when both
are balanced. -/
theorem full_range_iff {A B : Matrix (Fin 2) (Fin 2) ℂ}
    (hA : A ∈ Matrix.unitaryGroup (Fin 2) ℂ) (hB : B ∈ Matrix.unitaryGroup (Fin 2) ℂ) :
    Set.range (output A B) = Set.Icc 0 1 ↔
      transmittance A = 1 / 2 ∧ transmittance B = 1 / 2 := by
  constructor
  · intro h
    have h0 := (dark_iff hA hB).mp (by rw [h]; simp)
    have h1 := (bright_iff hA hB).mp (by rw [h]; simp)
    constructor <;> linarith
  · rintro ⟨ha, hb⟩
    have e : √((1 / 2 : ℝ) * (1 / 2)) = 1 / 2 := Real.sqrt_mul_self (by norm_num)
    rw [range_output hA hB, ha, hb, show (1 : ℝ) - 1 / 2 = 1 / 2 by norm_num, e]
    norm_num

end

end MachZehnderFringe
```

A full fringe contains both $0$ and $1$, so $a+b=1$ and $a=b$, which gives $a=b=1/2$. Conversely, balanced splitters have both path moduli equal to $1/2$, and the interval is $[0,1]$.

```lean
#print axioms MachZehnderFringe.range_output
-- 'MachZehnderFringe.range_output' depends on axioms: [propext, Classical.choice, Quot.sound]
#print axioms MachZehnderFringe.full_range_iff
-- 'MachZehnderFringe.full_range_iff' depends on axioms: [propext, Classical.choice, Quot.sound]
```
